# At most M + 1 pure states reproduce M expectation values of a finite-dimensional density matrix

A program that fits $M$ expectation values with a weighted ensemble of state vectors can use a bound on how many vectors to allocate. If the observables are Hermitian matrices and some density matrix has the required values, $M+1$ vectors are enough, whatever the dimension of the state space.

## The bound on the ensemble size

Let $O_0,\dots,O_{M-1}$ be Hermitian matrices on a finite-dimensional complex space, and let $\rho$ be a density matrix: positive semidefinite with trace one. Then there are $k\le M+1$ unit vectors $\psi_i$ and weights $p_i>0$ with $\sum_i p_i=1$ such that

$$\operatorname{tr}(\rho O_m)=\sum_i p_i\,\langle\psi_i,O_m\psi_i\rangle\qquad\text{for every } m.$$

These $M$ numbers are called the moments. The expectation value of another observable may change, unless that observable is a linear combination of the $O_m$ and the identity.

## Ensemble fits and constrained searches

A search over ensembles whose objective depends only on $M$ such moments has the same best attainable value when it is restricted to $M+1$ vectors, although a local optimiser may behave differently. If the energy is minimised while $M$ other moments are held fixed, counting the Hamiltonian as one more observable gives the bound $M+2$. This isn't sharp: in the removal step below, applied to the $M$ fixed moments alone, the sign of the $c_i$ can be chosen so that the energy doesn't rise, and $M+1$ vectors are enough.

In a finite $N$-electron basis, the result bears on ensemble $N$-representability: a list of $M$ real moments that comes from any ensemble also comes from one with at most $M+1$ pure states. It doesn't decide which lists are representable.

## From eigenvectors to a short ensemble

**Moments of a mixture.** For a vector $\psi$ with components $\psi_a$,

$$\operatorname{tr}(|\psi\rangle\langle\psi|O)=\sum_{a,b}\psi_a\psi_b^*O_{ba}=\langle\psi,O\psi\rangle .$$

By linearity, the moment of $\sum_i p_i|\psi_i\rangle\langle\psi_i|$ is $\sum_i p_i\langle\psi_i,O\psi_i\rangle$.

**Real coordinates.** Since $O_m^\dagger=O_m$, we have $\langle\psi,O_m\psi\rangle^*=\langle\psi,O_m\psi\rangle$. Each unit vector $\psi$ therefore gives a point $x(\psi)\in\mathbb R^M$ with components $\langle\psi,O_m\psi\rangle$.

**A first ensemble.** The spectral theorem gives $\rho=\sum_i w_i|\varphi_i\rangle\langle\varphi_i|$ with orthonormal eigenvectors $\varphi_i$ and eigenvalues $w_i\ge0$. The trace condition gives $\sum_i w_i=1$. The moment vector of $\rho$ is thus $\sum_i w_i x_i$, where $x_i=x(\varphi_i)$.

**Removing states.** Discard the zero weights. If more than $M+1$ points remain, their differences from one chosen point are more than $M$ vectors in $\mathbb R^M$, hence linearly dependent. This gives real $c_i$, not all zero, with

$$\sum_i c_i=0,\qquad \sum_i c_i x_i=0 .$$

Some $c_i$ is positive. Let $t$ be the smallest ratio $w_i/c_i$ among those with $c_i>0$, and replace $w_i$ by $w_i-tc_i$. The weights stay nonnegative, their sum and the moments are unchanged, and at least one weight becomes zero. Repeating this leaves at most $M+1$ states, which is Carathéodory's theorem.

**A density matrix of low rank.** Let $\sigma=\sum_i p_i|\psi_i\rangle\langle\psi_i|$ be the resulting mixture. For any vector $v$, $\langle v,\sigma v\rangle=\sum_i p_i|\langle\psi_i,v\rangle|^2\ge0$, and $\operatorname{tr}\sigma=\sum_i p_i=1$. Its range lies in the span of the $\psi_i$, so its rank is at most $M+1$.

**One state can fail.** The qubit state $\tfrac12 I$ has zero moments for all three Pauli matrices. If a unit vector $(\psi_0,\psi_1)$ had the same moments, the $x$ and $y$ equations would give $\psi_0^*\psi_1=0$, while the $z$ equation and normalisation would give $|\psi_0|^2=|\psi_1|^2=\tfrac12$. These contradict each other. The example rules out $k=1$ here, but $M+1$ isn't optimal in general. If a density matrix has rank $r$ with $r^2>M+1$, the Hermitian matrices supported on its range form a real space of dimension $r^2$, so a nonzero one among them has zero trace and zero moments. Adding a suitable multiple of it lowers the rank and keeps the matrix positive semidefinite. Repeating this gives an ensemble of at most $\sqrt{M+1}$ pure states with the same moments, a stronger bound that the Lean code doesn't prove.

## Density matrices and mixtures in Lean

```lean
import Mathlib

open Matrix
open scoped ComplexOrder

namespace FewPureStates

noncomputable section

variable {n ι : Type*} [Fintype n] [Fintype ι]

/-- A density matrix: positive semidefinite with trace one. -/
def IsDensityMatrix (ρ : Matrix n n ℂ) : Prop :=
  ρ.PosSemidef ∧ ρ.trace = 1

/-- The expectation value `⟨ψ, O ψ⟩`. -/
def expectation (O : Matrix n n ℂ) (ψ : n → ℂ) : ℂ :=
  star ψ ⬝ᵥ O *ᵥ ψ

/-- The matrix `|ψ⟩⟨ψ|` of a pure state. -/
def pureState (ψ : n → ℂ) : Matrix n n ℂ :=
  Matrix.vecMulVec ψ (star ψ)

/-- The mixture `∑ i, p i |ψ i⟩⟨ψ i|` of pure states `ψ i` with weights `p i`. -/
def mixture (p : ι → ℝ) (ψ : ι → n → ℂ) : Matrix n n ℂ :=
  ∑ i, (p i : ℂ) • pureState (ψ i)

/-- The trace of `|ψ⟩⟨ψ| O` is the expectation value of `O` in `ψ`. -/
theorem trace_pureState_mul (ψ : n → ℂ) (O : Matrix n n ℂ) :
    (pureState ψ * O).trace = expectation O ψ := by
  simp only [pureState, expectation, Matrix.trace, Matrix.diag_apply, Matrix.mul_apply,
    Matrix.vecMulVec_apply, dotProduct, Matrix.mulVec, Finset.mul_sum]
  rw [Finset.sum_comm]
  refine Finset.sum_congr rfl fun i _ => Finset.sum_congr rfl fun j _ => ?_
  ring

/-- The trace of `mixture p ψ * O` is the sum of the values `expectation O (ψ i)` weighted by `p i`.
-/
theorem trace_mixture_mul (p : ι → ℝ) (ψ : ι → n → ℂ) (O : Matrix n n ℂ) :
    (mixture p ψ * O).trace = ∑ i, (p i : ℂ) * expectation O (ψ i) := by
  simp only [mixture, Finset.sum_mul, Matrix.trace_sum, Matrix.smul_mul, Matrix.trace_smul,
    trace_pureState_mul, smul_eq_mul]

/-- The expectation value of a Hermitian matrix is real. -/
theorem expectation_eq_re {O : Matrix n n ℂ} (hO : O.IsHermitian) (ψ : n → ℂ) :
    expectation O ψ = ((expectation O ψ).re : ℂ) := by
  have h : expectation O ψ = star (expectation O ψ) := by
    unfold expectation
    conv_lhs => rw [Matrix.star_dotProduct, Matrix.star_mulVec, hO.eq, ← Matrix.dotProduct_mulVec]
  exact (Complex.conj_eq_iff_re.mp h.symm).symm

/-- Every density matrix is a mixture of normalised pure states, as many as the dimension. -/
theorem exists_eq_mixture {ρ : Matrix n n ℂ} (hρ : IsDensityMatrix ρ) :
    ∃ (w : n → ℝ) (φ : n → n → ℂ), (∀ i, 0 ≤ w i) ∧ ∑ i, w i = 1 ∧
      (∀ i, star (φ i) ⬝ᵥ φ i = 1) ∧ ρ = mixture w φ := by
  classical
  have hH : ρ.IsHermitian := hρ.1.isHermitian
  -- diagonalise by a unitary matrix whose columns are the eigenvectors
  obtain ⟨U, hU, hs⟩ : ∃ U : Matrix n n ℂ, star U * U = 1 ∧
      ρ = U * Matrix.diagonal (fun i => (hH.eigenvalues i : ℂ)) * star U := by
    refine ⟨hH.eigenvectorUnitary, Matrix.mem_unitaryGroup_iff'.mp hH.eigenvectorUnitary.2, ?_⟩
    have h := hH.spectral_theorem
    rw [Unitary.conjStarAlgAut_apply] at h
    exact h
  refine ⟨hH.eigenvalues, fun i a => U a i, hρ.1.eigenvalues_nonneg, ?_, fun i => ?_, ?_⟩
  · have h : (1 : ℂ) = ∑ i, ((hH.eigenvalues i : ℝ) : ℂ) :=
      hρ.2.symm.trans hH.trace_eq_sum_eigenvalues
    exact_mod_cast h.symm
  · have h : star (fun a => U a i) ⬝ᵥ (fun a => U a i) = (star U * U) i i := rfl
    rw [h, hU, Matrix.one_apply_eq]
  · refine hs.trans ?_
    ext a b
    simp only [mixture, pureState, Matrix.sum_apply, Matrix.smul_apply, Matrix.vecMulVec_apply,
      smul_eq_mul]
    rw [Matrix.mul_apply]
    refine Finset.sum_congr rfl fun i _ => ?_
    simp only [Matrix.mul_diagonal, Matrix.star_apply, Pi.star_apply]
    ring

/-- A mixture of normalised pure states with nonnegative weights of sum one is a density
matrix. -/
theorem isDensityMatrix_mixture {p : ι → ℝ} {ψ : ι → n → ℂ} (hp : ∀ i, 0 ≤ p i)
    (hp1 : ∑ i, p i = 1) (hψ : ∀ i, star (ψ i) ⬝ᵥ ψ i = 1) :
    IsDensityMatrix (mixture p ψ) := by
  classical
  constructor
  · exact Matrix.posSemidef_sum Finset.univ fun i _ =>
      (Matrix.posSemidef_vecMulVec_self_star (ψ i)).smul (by exact_mod_cast hp i)
  · have h := trace_mixture_mul p ψ 1
    simp only [mul_one, expectation, Matrix.one_mulVec, hψ] at h
    rw [h]
    exact_mod_cast hp1

/-- The moments of a density matrix for `M` Hermitian matrices are those of an ensemble of at
most `M + 1` normalised pure states with positive weights. -/
theorem moments_eq_of_few_pure_states {M : ℕ} {O : Fin M → Matrix n n ℂ}
    (hO : ∀ m, (O m).IsHermitian) {ρ : Matrix n n ℂ} (hρ : IsDensityMatrix ρ) :
    ∃ k ≤ M + 1, ∃ (p : Fin k → ℝ) (ψ : Fin k → n → ℂ),
      (∀ i, 0 < p i) ∧ ∑ i, p i = 1 ∧ (∀ i, star (ψ i) ⬝ᵥ ψ i = 1) ∧
      ∀ m, (ρ * O m).trace = ∑ i, (p i : ℂ) * expectation (O m) (ψ i) := by
  obtain ⟨w, φ, hw, hw1, hφ, hdec⟩ := exists_eq_mixture hρ
  -- the moment vector lies in the convex hull of the pure-state moment vectors
  let S : Set (Fin M → ℝ) :=
    {x | ∃ ψ : n → ℂ, star ψ ⬝ᵥ ψ = 1 ∧ x = fun m => (expectation (O m) ψ).re}
  have hmem : ∑ i, w i • (fun m => (expectation (O m) (φ i)).re) ∈ convexHull ℝ S :=
    (convex_convexHull ℝ S).sum_mem (fun i _ => hw i) hw1
      (fun i _ => subset_convexHull ℝ S ⟨φ i, hφ i, rfl⟩)
  -- Carathéodory: affinely independent points suffice
  obtain ⟨κ, _, z, q, hz, haff, hq, hq1, hsum⟩ := eq_pos_convex_span_of_mem_convexHull hmem
  have hz' : ∀ i, ∃ ψ : n → ℂ, star ψ ⬝ᵥ ψ = 1 ∧
      z i = fun m => (expectation (O m) ψ).re := fun i => hz ⟨i, rfl⟩
  choose ψ hψ hzψ using hz'
  have hcard : Fintype.card κ ≤ M + 1 := by
    have h1 := haff.card_le_finrank_succ
    have h2 := Submodule.finrank_le (vectorSpan ℝ (Set.range z))
    rw [Module.finrank_fin_fun] at h2
    omega
  let e := (Fintype.equivFin κ).symm
  refine ⟨Fintype.card κ, hcard, fun i => q (e i), fun i => ψ (e i), fun i => hq _,
    (Equiv.sum_comp e q).trans hq1, fun i => hψ _, fun m => ?_⟩
  have hm := congrFun hsum m
  simp only [Finset.sum_apply, Pi.smul_apply, smul_eq_mul, hzψ] at hm
  -- return from real parts to the complex moments
  calc (ρ * O m).trace = ∑ i, (w i : ℂ) * expectation (O m) (φ i) := by
        rw [hdec, trace_mixture_mul]
    _ = ((∑ i, w i * (expectation (O m) (φ i)).re : ℝ) : ℂ) := by
        push_cast
        exact Finset.sum_congr rfl fun i _ => by rw [← expectation_eq_re (hO m) (φ i)]
    _ = ((∑ i, q i * (expectation (O m) (ψ i)).re : ℝ) : ℂ) := by rw [hm]
    _ = ∑ i, (q i : ℂ) * expectation (O m) (ψ i) := by
        push_cast
        exact Finset.sum_congr rfl fun i _ => by rw [← expectation_eq_re (hO m) (ψ i)]
    _ = ∑ i, (q (e i) : ℂ) * expectation (O m) (ψ (e i)) :=
        (Equiv.sum_comp e (fun i => (q i : ℂ) * expectation (O m) (ψ i))).symm

/-- For `M` Hermitian matrices and any density matrix there is a density matrix of rank at most
`M + 1` with the same moments. -/
theorem exists_low_rank_density {M : ℕ} {O : Fin M → Matrix n n ℂ}
    (hO : ∀ m, (O m).IsHermitian) {ρ : Matrix n n ℂ} (hρ : IsDensityMatrix ρ) :
    ∃ σ : Matrix n n ℂ, IsDensityMatrix σ ∧ σ.rank ≤ M + 1 ∧
      ∀ m, (σ * O m).trace = (ρ * O m).trace := by
  obtain ⟨k, hk, p, ψ, hp, hp1, hψ, hm⟩ := moments_eq_of_few_pure_states hO hρ
  refine ⟨mixture p ψ, isDensityMatrix_mixture (fun i => (hp i).le) hp1 hψ, ?_,
    fun m => by rw [trace_mixture_mul, hm]⟩
  -- the mixture factors through a space of dimension `k`
  let A : Matrix n (Fin k) ℂ := Matrix.of fun a i => (p i : ℂ) * ψ i a
  let B : Matrix (Fin k) n ℂ := Matrix.of fun i b => star (ψ i b)
  have hAB : mixture p ψ = A * B := by
    ext a b
    simp [A, B, mixture, pureState, Matrix.sum_apply, Matrix.vecMulVec_apply, Matrix.mul_apply,
      mul_assoc]
  have h1 := Matrix.rank_mul_le_left A B
  have h2 := Matrix.rank_le_card_width A
  rw [Fintype.card_fin] at h2
  rw [hAB]
  omega

/-- The three Pauli matrices. -/
def pauli : Fin 3 → Matrix (Fin 2) (Fin 2) ℂ :=
  ![!![0, 1; 1, 0], !![0, -Complex.I; Complex.I, 0], !![1, 0; 0, -1]]

/-- The Pauli matrices are Hermitian and half the identity is a density matrix, but no
normalised pure state of the qubit has the same three Pauli moments. -/
theorem one_pure_state_not_enough :
    (∀ m, (pauli m).IsHermitian) ∧
    IsDensityMatrix ((1 / 2 : ℂ) • (1 : Matrix (Fin 2) (Fin 2) ℂ)) ∧
    ¬ ∃ ψ : Fin 2 → ℂ, star ψ ⬝ᵥ ψ = 1 ∧
      ∀ m, (((1 / 2 : ℂ) • (1 : Matrix (Fin 2) (Fin 2) ℂ)) * pauli m).trace
        = expectation (pauli m) ψ := by
  refine ⟨fun m => Matrix.IsHermitian.ext fun i j => ?_, ⟨?_, ?_⟩, ?_⟩
  · fin_cases m <;> fin_cases i <;> fin_cases j <;> simp [pauli]
  · have h : (0 : ℂ) ≤ 1 / 2 := by simp
    exact Matrix.PosSemidef.one.smul h
  · simp
    try norm_num
  · rintro ⟨ψ, hN, h⟩
    have ht : ∀ m, (((1 / 2 : ℂ) • (1 : Matrix (Fin 2) (Fin 2) ℂ)) * pauli m).trace = 0 := by
      intro m
      fin_cases m <;> simp [pauli, Matrix.trace_fin_two]
    have h0 : ∀ m, expectation (pauli m) ψ = 0 := fun m => (h m).symm.trans (ht m)
    have hn : star (ψ 0) * ψ 0 + star (ψ 1) * ψ 1 = 1 := by
      simpa [dotProduct, Fin.sum_univ_two] using hN
    have hx : star (ψ 0) * ψ 1 + star (ψ 1) * ψ 0 = 0 := by
      simpa [pauli, expectation, Matrix.mulVec, dotProduct, Fin.sum_univ_two] using h0 0
    have hy : star (ψ 0) * (-Complex.I * ψ 1) + star (ψ 1) * (Complex.I * ψ 0) = 0 := by
      simpa [pauli, expectation, Matrix.mulVec, dotProduct, Fin.sum_univ_two] using h0 1
    have hz : star (ψ 0) * ψ 0 + star (ψ 1) * (-ψ 1) = 0 := by
      simpa [pauli, expectation, Matrix.mulVec, dotProduct, Fin.sum_univ_two] using h0 2
    -- the coherence vanishes, although both populations are one half
    have hc : star (ψ 0) * ψ 1 = 0 := by
      linear_combination (1 / 2) * hx + (Complex.I / 2) * hy
        + (star (ψ 0) * ψ 1 - star (ψ 1) * ψ 0) / 2 * Complex.I_sq
    have h10 : (1 : ℂ) = 0 := by
      linear_combination (-(star (ψ 0) * ψ 0 + star (ψ 1) * ψ 1 + 1)) * hn
        + (star (ψ 0) * ψ 0 - star (ψ 1) * ψ 1) * hz + 4 * (star (ψ 1) * ψ 0) * hc
    exact one_ne_zero h10

end

end FewPureStates
```

```lean
#print axioms FewPureStates.moments_eq_of_few_pure_states
#print axioms FewPureStates.exists_low_rank_density
#print axioms FewPureStates.one_pure_state_not_enough
```

```
'FewPureStates.moments_eq_of_few_pure_states' depends on axioms: [propext, Classical.choice, Quot.sound]
'FewPureStates.exists_low_rank_density' depends on axioms: [propext, Classical.choice, Quot.sound]
'FewPureStates.one_pure_state_not_enough' depends on axioms: [propext, Classical.choice, Quot.sound]
```

The finite type `n` labels the basis, and `Fin M` labels the observables from $0$ to $M-1$. `IsDensityMatrix` is the definition used above. `expectation` conjugates the left copy of `ψ` and doesn't divide by the squared norm, so normalisation enters as the separate condition `star (ψ i) ⬝ᵥ ψ i = 1`. Likewise, `mixture` accepts any real weights; the theorems supply their sign and sum.

`moments_eq_of_few_pure_states` states the bound as an equality of complex numbers. `trace_mixture_mul` handles the moments of a mixture, `expectation_eq_re` their reality, and `exists_eq_mixture` the spectral decomposition. The step `hmem` then places the moment vector in the convex hull of all pure-state points. Mathlib's Carathéodory theorem, `eq_pos_convex_span_of_mem_convexHull`, replaces the removal procedure and returns affinely independent points with positive weights. `hcard` bounds their number by $M+1$, and the final `calc` returns from real parts to complex moments.

`exists_low_rank_density` combines this ensemble with `isDensityMatrix_mixture` and bounds the rank by factoring the mixture through a $k$-dimensional space. In `one_pure_state_not_enough`, `linear_combination` performs the elimination for the Pauli equations.

## Exact existence and its limits for a code

The theorem guarantees exact equality for the listed moments, but it provides no numerical algorithm or error estimate. The removal procedure above does suggest one, and it selects its states from the eigenvectors of $\rho$; the Lean statement promises only unit vectors, which need not be orthogonal. Nor does it promise that they share a particle number $N_0$ fixed in $\rho$. This can be secured by taking `n` to label a basis of that sector, or by adding $(\hat N-N_0)^2$, with $\hat N$ the number operator, to the observables: its moment is zero, which forces every state in the ensemble into the sector, and the theorem's bound becomes $M+2$.

In dimension $d\le M+1$, the bound saves nothing over the spectral decomposition, which already needs at most $d$ states.

The statement could also have been modelled with arbitrary complex matrices, which would suit off-diagonal elements of reduced density matrices. Each matrix splits as $O=A+iB$ with Hermitian $A=(O+O^\dagger)/2$ and $B=(O-O^\dagger)/(2i)$. There would then be $2M$ real moments, and the same argument would give the bound $2M+1$.
